# A mean-field Hubbard term splits the upper doublet of $-\lambda\,\mathbf l\cdot\mathbf s$ by $U$ when the hole is a doublet state

For $l=1$, $s=\tfrac12$ and $\lambda>0$, the operator $-\lambda\,\mathbf l\cdot\mathbf s$ has a doublet above a quartet. The Hubbard term is the mean-field correction $U(\tfrac12-n)$, where $n$ is the occupation matrix of the shell. States are complex amplitudes on `Fin 3 × Fin 2`. The first index 0, 1, 2 means $m=1,0,-1$, the second index 0, 1 means $\uparrow,\downarrow$, and $\hbar=1$.

```lean
import Mathlib

open Matrix
open scoped Kronecker

namespace SpinOrbitHubbardGap

noncomputable section
```

This loads Mathlib and the notation `⊗ₖ` for the Kronecker product.

```lean
/-- The number √2 as a complex amplitude. -/
def r : ℂ := ((√2 : ℝ) : ℂ)

/-- The number 1/√3 as a complex amplitude. -/
def a : ℂ := (((√3)⁻¹ : ℝ) : ℂ)
```

The amplitudes are built from `r` $=\sqrt2$ and `a` $=1/\sqrt3$.

```lean
lemma r_sq : r * r = 2 := by
  unfold r
  rw [← Complex.ofReal_mul, Real.mul_self_sqrt (by norm_num)]
  norm_num

lemma a_sq : a * a = 1 / 3 := by
  unfold a
  rw [← Complex.ofReal_mul, ← mul_inv, Real.mul_self_sqrt (by norm_num)]
  norm_num

lemma conj_r : (starRingEnd ℂ) r = r := Complex.conj_ofReal _

lemma conj_a : (starRingEnd ℂ) a = a := Complex.conj_ofReal _
```

The proofs use only $r^2=2$, $a^2=1/3$ and the reality of both numbers.

## Operators and states

```lean
/-- Spin-1 matrix l_x in the basis m = 1, 0, -1. -/
def lx : Matrix (Fin 3) (Fin 3) ℂ := !![0, r / 2, 0; r / 2, 0, r / 2; 0, r / 2, 0]

/-- Spin-1 matrix l_y in the basis m = 1, 0, -1. -/
def ly : Matrix (Fin 3) (Fin 3) ℂ :=
  !![0, -(r / 2 * Complex.I), 0; r / 2 * Complex.I, 0, -(r / 2 * Complex.I);
    0, r / 2 * Complex.I, 0]

/-- Spin-1 matrix l_z in the basis m = 1, 0, -1. -/
def lz : Matrix (Fin 3) (Fin 3) ℂ := !![1, 0, 0; 0, 0, 0; 0, 0, -1]
```

These are the spin-1 matrices $l_x,l_y,l_z$.

```lean
/-- Spin-1/2 matrix s_x in the basis up, down. -/
def sx : Matrix (Fin 2) (Fin 2) ℂ := !![0, 1 / 2; 1 / 2, 0]

/-- Spin-1/2 matrix s_y in the basis up, down. -/
def sy : Matrix (Fin 2) (Fin 2) ℂ := !![0, -(Complex.I / 2); Complex.I / 2, 0]

/-- Spin-1/2 matrix s_z in the basis up, down. -/
def sz : Matrix (Fin 2) (Fin 2) ℂ := !![1 / 2, 0; 0, -(1 / 2)]
```

These are $s_x,s_y,s_z$ for spin 1/2.

```lean
/-- The scalar product l·s on the six spin-orbitals. -/
def ls : Matrix (Fin 3 × Fin 2) (Fin 3 × Fin 2) ℂ := lx ⊗ₖ sx + ly ⊗ₖ sy + lz ⊗ₖ sz

/-- The spin-orbit Hamiltonian H = -lam l·s. -/
def spinOrbit (lam : ℝ) : Matrix (Fin 3 × Fin 2) (Fin 3 × Fin 2) ℂ := (-(lam : ℂ)) • ls
```

Here $\mathbf l\cdot\mathbf s=\sum_i l_i\otimes s_i$ and $H=-\lambda\,\mathbf l\cdot\mathbf s$. The constant $\lambda$ is the spin-orbit strength; the minus sign is that of a $t_{2g}$ shell described by an effective $l=1$.

```lean
/-- The hole state √(2/3) |1, down⟩ - √(1/3) |0, up⟩. -/
def hole : Fin 3 × Fin 2 → ℂ := fun p => !![0, r * a; -a, 0; 0, 0] p.1 p.2
```

The $3\times2$ table lists amplitudes: $\psi=\sqrt{2/3}\,|1,\downarrow\rangle-\sqrt{1/3}\,|0,\uparrow\rangle$.

```lean
/-- Six spin-orbit coupled states, the hole state first. -/
def level : Fin 6 → Fin 3 × Fin 2 → ℂ :=
  ![hole,
    fun p => !![0, 0; 0, a; -(r * a), 0] p.1 p.2,
    fun p => !![1, 0; 0, 0; 0, 0] p.1 p.2,
    fun p => !![0, a; r * a, 0; 0, 0] p.1 p.2,
    fun p => !![0, 0; 0, r * a; a, 0] p.1 p.2,
    fun p => !![0, 0; 0, 0; 0, 1] p.1 p.2]
```

States 0 and 1 are $\psi$ and its doublet partner; states 2 to 5 form the quartet.

```lean
/-- Spin-orbit energies: lam twice and -lam/2 four times. -/
def energy (lam : ℝ) : Fin 6 → ℝ :=
  ![lam, lam, -lam / 2, -lam / 2, -lam / 2, -lam / 2]

/-- Energies with the Hubbard term: lam + U/2, lam - U/2, and -lam/2 - U/2 four times. -/
def energyU (lam U : ℝ) : Fin 6 → ℝ :=
  ![lam + U / 2, lam - U / 2, -lam / 2 - U / 2, -lam / 2 - U / 2,
    -lam / 2 - U / 2, -lam / 2 - U / 2]
```

These are the energies without and with the Hubbard term, in the same order.

```lean
/-- The matrix n = 1 - ψψᴴ; for normalised ψ, the occupation matrix of a shell filled except for ψ.
-/
def occupation {ι : Type*} [DecidableEq ι] (ψ : ι → ℂ) : Matrix ι ι ℂ :=
  1 - vecMulVec ψ (star ψ)

/-- The Hubbard-corrected Hamiltonian H + U(1/2 - n) for a hole in ψ. -/
def corrected {ι : Type*} [DecidableEq ι] (H : Matrix ι ι ℂ) (U : ℝ) (ψ : ι → ℂ) :
    Matrix ι ι ℂ :=
  H + (U : ℂ) • ((1 / 2 : ℂ) • (1 : Matrix ι ι ℂ) - occupation ψ)
```

A shell filled except for a normalised state $\psi$ has $n=1-\psi\psi^\dagger$. The correction $U(\tfrac12-n)$ lowers filled orbitals and raises empty ones; $U$ stands for the effective on-site repulsion.

## The spin-orbit spectrum

```lean
/-- The action of l·s on an arbitrary state, component by component. -/
theorem ls_mulVec (x : Fin 3 × Fin 2 → ℂ) :
    ls *ᵥ x = fun p =>
      !![x (0, 0) / 2, -(x (0, 1) / 2) + r / 2 * x (1, 0);
        r / 2 * x (0, 1), r / 2 * x (2, 0);
        r / 2 * x (1, 1) - x (2, 0) / 2, x (2, 1) / 2] p.1 p.2 := by
  have hI := Complex.I_sq
  funext p
  obtain ⟨i, j⟩ := p
  fin_cases i <;> fin_cases j <;>
    simp [ls, lx, ly, lz, sx, sy, sz, Matrix.mulVec, dotProduct, Fintype.sum_prod_type,
      Fin.sum_univ_three, Fin.sum_univ_two]
  -- the x and y products combine through I² = -1
  · linear_combination (r / 4 * x (1, 1)) * hI
  · linear_combination (-(r / 4) * x (1, 0)) * hI
  · linear_combination (-(r / 4) * x (0, 1) + r / 4 * x (2, 1)) * hI
  · linear_combination (r / 4 * x (0, 0) - r / 4 * x (2, 0)) * hI
  · linear_combination (-(r / 4) * x (1, 1)) * hI
  · linear_combination (r / 4 * x (1, 0)) * hI
```

For a general state $x$, this gives every component of $\mathbf l\cdot\mathbf s\,x$. By hand, $l_x|1\rangle=\tfrac{1}{\sqrt2}|0\rangle$, $l_y|1\rangle=\tfrac{i}{\sqrt2}|0\rangle$, $s_x|\downarrow\rangle=\tfrac12|\uparrow\rangle$ and $s_y|\downarrow\rangle=-\tfrac i2|\uparrow\rangle$. The $x$ and $y$ products add up, and $l_zs_z$ contributes $-\tfrac12$:

$$\mathbf l\cdot\mathbf s\,|1,\downarrow\rangle=-\tfrac12|1,\downarrow\rangle+\tfrac1{\sqrt2}|0,\uparrow\rangle .$$

For $|1,\uparrow\rangle$ they cancel, leaving $\tfrac12|1,\uparrow\rangle$. Likewise $\mathbf l\cdot\mathbf s\,|0,\uparrow\rangle=\tfrac1{\sqrt2}|1,\downarrow\rangle$. Reversing $m$ and spin gives the other three. In Lean, `fin_cases` separates the six components, `simp` expands the sums, and `linear_combination` inserts $i^2=-1$.

```lean
/-- The six coupled states are orthonormal. -/
theorem level_orthonormal (k m : Fin 6) :
    star (level k) ⬝ᵥ level m = if k = m then 1 else 0 := by
  fin_cases k <;> fin_cases m <;>
    simp [level, hole, dotProduct, Fintype.sum_prod_type, Fin.sum_univ_three,
      Fin.sum_univ_two, conj_r, conj_a] <;>
    first
    | ring1
    | linear_combination (a * a) * r_sq + 3 * a_sq
```

`star` conjugates the left vector, so this is $\langle k|m\rangle=\delta_{km}$, where $k$ and $m$ number the six states. Each mixed state has norm $\tfrac23+\tfrac13=1$; the two states sharing a pair of basis vectors have overlap $\pm(\tfrac{\sqrt2}3-\tfrac{\sqrt2}3)=0$. All other overlaps vanish because the supports are disjoint.

```lean
/-- The six coupled states are eigenvectors of -lam l·s, two with energy lam and
four with energy -lam/2. -/
theorem spinOrbit_level (lam : ℝ) (k : Fin 6) :
    spinOrbit lam *ᵥ level k = (energy lam k : ℂ) • level k := by
  rw [spinOrbit, Matrix.smul_mulVec, ls_mulVec]
  funext p
  obtain ⟨i, j⟩ := p
  fin_cases k <;> fin_cases i <;> fin_cases j <;>
    simp [level, hole, energy, -mul_eq_mul_left_iff, -mul_eq_mul_right_iff] <;>
    first
    | ring1
    | linear_combination (-(lam : ℂ) * a / 2) * r_sq
    | linear_combination ((lam : ℂ) * a / 2) * r_sq
```

In the basis $|1,\downarrow\rangle,|0,\uparrow\rangle$,

$$\begin{pmatrix}-\tfrac12&\tfrac1{\sqrt2}\\ \tfrac1{\sqrt2}&0\end{pmatrix}\begin{pmatrix}\sqrt2\\-1\end{pmatrix}=-\begin{pmatrix}\sqrt2\\-1\end{pmatrix},$$

and $(1,\sqrt2)$ has eigenvalue $\tfrac12$. Dividing both vectors by $\sqrt3$ normalises them. The mirrored block gives the same values, and $|1,\uparrow\rangle$, $|-1,\downarrow\rangle$ have $\tfrac12$. Multiplying by $-\lambda$ gives $\lambda$ twice and $-\lambda/2$ four times. Six orthonormal vectors span the six-dimensional space, so this is the whole spectrum.

## What the Hubbard term does

```lean
/-- The corrected Hamiltonian sends φ to Hφ - (U/2)φ + U⟨ψ|φ⟩ψ. -/
theorem corrected_mulVec {ι : Type*} [Fintype ι] [DecidableEq ι] (H : Matrix ι ι ℂ)
    (U : ℝ) (ψ φ : ι → ℂ) :
    corrected H U ψ *ᵥ φ =
      H *ᵥ φ - ((U : ℂ) / 2) • φ + ((U : ℂ) * (star ψ ⬝ᵥ φ)) • ψ := by
  have h : vecMulVec ψ (star ψ) *ᵥ φ = (star ψ ⬝ᵥ φ) • ψ := by
    funext i
    simp only [Matrix.mulVec, dotProduct, vecMulVec_apply, Pi.smul_apply, smul_eq_mul,
      Finset.sum_mul]
    exact Finset.sum_congr rfl (fun j _ => by ring)
  rw [corrected, occupation, Matrix.add_mulVec, Matrix.smul_mulVec, Matrix.sub_mulVec,
    Matrix.smul_mulVec, Matrix.sub_mulVec, Matrix.one_mulVec, h]
  module
```

For any finite matrix $H$, substituting $n$ gives

$$[H+U(\tfrac12-n)]\varphi=H\varphi-\tfrac U2\varphi+U\langle\psi|\varphi\rangle\psi .$$

The inner `h` is the identity $\psi\psi^\dagger\varphi=\langle\psi|\varphi\rangle\psi$.

```lean
/-- A normalised hole in an eigenvector of H is raised in energy by U/2. -/
theorem hole_shift {ι : Type*} [Fintype ι] [DecidableEq ι] (H : Matrix ι ι ℂ)
    (U E : ℝ) (ψ : ι → ℂ) (hE : H *ᵥ ψ = (E : ℂ) • ψ) (h1 : star ψ ⬝ᵥ ψ = 1) :
    corrected H U ψ *ᵥ ψ = ((E + U / 2 : ℝ) : ℂ) • ψ := by
  rw [corrected_mulVec, hE, h1]
  push_cast
  module
```

If $H\psi=E\psi$ and $\langle\psi|\psi\rangle=1$, the shift is $-U/2+U=U/2$.

```lean
/-- An eigenvector of H orthogonal to the hole is lowered in energy by U/2. -/
theorem occupied_shift {ι : Type*} [Fintype ι] [DecidableEq ι] (H : Matrix ι ι ℂ)
    (U E : ℝ) (ψ φ : ι → ℂ) (hE : H *ᵥ φ = (E : ℂ) • φ) (h0 : star ψ ⬝ᵥ φ = 0) :
    corrected H U ψ *ᵥ φ = ((E - U / 2 : ℝ) : ℂ) • φ := by
  rw [corrected_mulVec, hE, h0]
  push_cast
  module
```

If $H\varphi=E\varphi$ and $\langle\psi|\varphi\rangle=0$, only $-U/2$ remains.

```lean
/-- In the hole state ⟨s_z⟩ = -1/6 and ⟨l_z⟩ = 2/3. -/
theorem hole_moments :
    star hole ⬝ᵥ (((1 : Matrix (Fin 3) (Fin 3) ℂ) ⊗ₖ sz) *ᵥ hole) = -1 / 6 ∧
    star hole ⬝ᵥ ((lz ⊗ₖ (1 : Matrix (Fin 2) (Fin 2) ℂ)) *ᵥ hole) = 2 / 3 := by
  constructor
  · simp [hole, sz, Matrix.mulVec, dotProduct, Fintype.sum_prod_type, Fin.sum_univ_three,
      Fin.sum_univ_two, Matrix.one_apply, conj_r, conj_a]
    linear_combination (-(1 / 2) * a * a) * r_sq - (1 / 2) * a_sq
  · simp [hole, lz, Matrix.mulVec, dotProduct, Fintype.sum_prod_type, Fin.sum_univ_three,
      Fin.sum_univ_two, Matrix.one_apply, conj_r, conj_a]
    linear_combination (a * a) * r_sq + 2 * a_sq
```

The weights $2/3$ and $1/3$ give $\langle s_z\rangle=\tfrac23(-\tfrac12)+\tfrac13(\tfrac12)=-\tfrac16$ and $\langle l_z\rangle=\tfrac23\cdot1+\tfrac13\cdot0=\tfrac23$. These are expectation values in the hole state, not totals for the five electrons. For a $t_{2g}$ shell $\mathbf l$ is the effective angular momentum; the actual orbital angular momentum within the shell is $-\mathbf l$, so its $z$ component here is $-\tfrac23$, with the same sign as the spin.

```lean
/-- With the Hubbard term the six orthonormal coupled states remain eigenvectors; the hole
state is the highest level, the next one lies U below it, and the other four lie lower still. -/
theorem hubbard_gap (lam U : ℝ) (hlam : 0 < lam) (hU : 0 ≤ U) :
    (∀ k m, star (level k) ⬝ᵥ level m = if k = m then 1 else 0) ∧
    (∀ k, corrected (spinOrbit lam) U hole *ᵥ level k = (energyU lam U k : ℂ) • level k) ∧
    energyU lam U 0 - energyU lam U 1 = U ∧
    energyU lam U 1 ≤ energyU lam U 0 ∧
    (∀ k, k ≠ 0 → k ≠ 1 → energyU lam U k < energyU lam U 1) := by
  -- every level except the hole is shifted by -U/2
  have key : ∀ k : Fin 6, k ≠ 0 → energyU lam U k = energy lam k - U / 2 := by
    intro k hk
    fin_cases k
    · exact absurd rfl hk
    all_goals rfl
  refine ⟨level_orthonormal, fun k => ?_, ?_, ?_, fun k h0 h1 => ?_⟩
  · rcases eq_or_ne k 0 with rfl | hk
    · exact hole_shift (spinOrbit lam) U lam hole (spinOrbit_level lam 0)
        ((level_orthonormal 0 0).trans (if_pos rfl))
    · rw [key k hk]
      exact occupied_shift (spinOrbit lam) U (energy lam k) hole (level k)
        (spinOrbit_level lam k) ((level_orthonormal 0 k).trans (if_neg hk.symm))
  · change (lam + U / 2) - (lam - U / 2) = U
    ring
  · change lam - U / 2 ≤ lam + U / 2
    linarith
  · fin_cases k
    · exact absurd rfl h0
    · exact absurd rfl h1
    all_goals
      change -lam / 2 - U / 2 < lam - U / 2
      linarith

end

end SpinOrbitHubbardGap
```

For $\lambda>0$ and $U\ge0$, the same six states are eigenvectors, with energies $\lambda+U/2$, $\lambda-U/2$ and, four times, $-\lambda/2-U/2$. The proof applies `hole_shift` to state 0 and `occupied_shift` to the rest. The top two levels differ by $U$; the quartet lies $3\lambda/2>0$ below the partner.

The sign of $U$ matters for the order: with $\lambda=1$ and $U=-1$, the hole has energy $1/2$ and its partner $3/2$, so the hole is no longer on top.

A collinear model would keep only the spin-diagonal blocks of $n$. It would lose the coherence between $|1,\downarrow\rangle$ and $|0,\uparrow\rangle$, replacing $\psi\psi^\dagger$ by weights $2/3$ and $1/3$ on these orbitals. For $U>0$, $\psi$ would then cease to be an eigenvector.

For DFT+U with spin-orbit coupling, in the simplified form with a single effective $U$, the result shows how the full occupation matrix opens a gap within a doublet, in a single isolated shell with fixed $H$. The prescribed $n$ is self-consistent in this model for $\lambda>0$ and $U>0$: filling the five lowest levels gives it back.

```lean
#print axioms SpinOrbitHubbardGap.hole_moments
#print axioms SpinOrbitHubbardGap.hubbard_gap
```

```
'SpinOrbitHubbardGap.hole_moments' depends on axioms: [propext, Classical.choice, Quot.sound]
'SpinOrbitHubbardGap.hubbard_gap' depends on axioms: [propext, Classical.choice, Quot.sound]
```
